# The spin density enters the spin-summed two-body cumulant: a general formula and a two-orbital triplet

Consider a spin-free calculation that stores only the spin-summed one-body density $D$ and two-body density $\Gamma$. Suppose it forms the cumulant from these alone, as $\Gamma_{pqrs}-D_{pq}D_{rs}+\tfrac12 D_{ps}D_{rq}$. For two α electrons in two orbitals, a single determinant, this gives $-\tfrac12\delta_{ps}\delta_{rq}$, while summing the spin-orbital cumulant over spin gives zero. The missing term is quadratic in the spin density $Q$, and it is the only missing term provided the one-body density has no αβ block. A spin-free method that neglects or approximates the two-body cumulant of a reference with nonzero spin density therefore has to say which of the two expressions it means, a point made here by an algebraic identity and one two-electron, two-orbital example.

## Cumulant and spin summation

Orthonormal spatial orbitals $p,q,r,s$ run over a set $\iota$. A spin orbital $P=(p,\sigma)$ carries a spin label $\sigma$, which is $0$ for α and $1$ for β. Entries lie in a field $K$.

```lean
import Mathlib

open Matrix

namespace SpinSummedCumulant

section General

variable {ι K : Type*} [Field K]
```

The physical densities are $\gamma_{PQ}=\langle a^\dagger_P a_Q\rangle$ and $\Gamma_{PQRS}=\langle a^\dagger_P a^\dagger_R a_S a_Q\rangle$, where $a^\dagger_P$ creates and $a_P$ annihilates an electron in $P$. The cumulant removes the antisymmetrised product of one-body densities,
$$\lambda_{PQRS}=\Gamma_{PQRS}-\gamma_{PQ}\gamma_{RS}+\gamma_{PS}\gamma_{RQ}.$$
For now $\gamma$ and $\Gamma$ are arbitrary arrays, with no hermiticity, antisymmetry or representability assumed.

```lean
/-- Two-body cumulant `λ_PQRS = Γ_PQRS - γ_PQ γ_RS + γ_PS γ_RQ` over spin orbitals. -/
def cumulant {μ : Type*} (γ : μ → μ → K) (Γ : μ → μ → μ → μ → K) (P Q R S : μ) : K :=
  Γ P Q R S - γ P Q * γ R S + γ P S * γ R Q
```

Spin summation ties the spin of $p$ to that of $q$ and the spin of $r$ to that of $s$. A four-index array $T$ gives $T_{pqrs}=\sum_{\sigma\tau}T_{p\sigma,q\sigma,r\tau,s\tau}$, so lower-case indices mean a spin-summed quantity.

```lean
/-- Spin summation `∑_{στ} T_{pσ,qσ,rτ,sτ}` of a two-body array; spin `0` is α, `1` is β. -/
def spinSum (T : ι × Fin 2 → ι × Fin 2 → ι × Fin 2 → ι × Fin 2 → K) (p q r s : ι) : K :=
  ∑ σ, ∑ τ, T (p, σ) (q, σ) (r, τ) (s, τ)
```

With spin blocks $\gamma^{\sigma\tau}_{pq}=\gamma_{p\sigma,q\tau}$, set $D=\gamma^{\alpha\alpha}+\gamma^{\beta\beta}$ and $Q=\gamma^{\alpha\alpha}-\gamma^{\beta\beta}$. No factor $\tfrac12$ is included, so the trace of $Q$ counts $N_\alpha-N_\beta$, the excess of α over β electrons. As a subscript, or as the label of an operator, $Q$ still denotes a spin orbital.

```lean
/-- Spin-summed one-body density `D = γαα + γββ`. -/
def charge (γ : ι × Fin 2 → ι × Fin 2 → K) (p q : ι) : K := γ (p, 0) (q, 0) + γ (p, 1) (q, 1)

/-- Spin density `Q = γαα - γββ`. -/
def spinDens (γ : ι × Fin 2 → ι × Fin 2 → K) (p q : ι) : K := γ (p, 0) (q, 0) - γ (p, 1) (q, 1)
```

The condition $\gamma^{\alpha\beta}=0$ holds in every state of definite spin projection and in every mixture of such states, because $a^\dagger_{p\alpha}a_{q\beta}$ raises $S_z$ by one unit and has no diagonal expectation value. The converse fails: a superposition of two components whose projections differ by two units also satisfies it. For general arrays it is a hypothesis, and it restricts only the αβ block.

```lean
/-- The αβ block of the one-body density vanishes. -/
def NoSpinMixing (γ : ι × Fin 2 → ι × Fin 2 → K) : Prop := ∀ p q, γ (p, 0) (q, 1) = 0
```

## Summing the two products over spin

The direct product factorises:
$$\sum_{\sigma\tau}\gamma^{\sigma\sigma}_{pq}\gamma^{\tau\tau}_{rs}=D_{pq}D_{rs}.$$
The exchange product couples the two spin sums:
$$\sum_{\sigma\tau}\gamma^{\sigma\tau}_{ps}\gamma^{\tau\sigma}_{rq}=\gamma^{\alpha\alpha}_{ps}\gamma^{\alpha\alpha}_{rq}+\gamma^{\beta\beta}_{ps}\gamma^{\beta\beta}_{rq}+\gamma^{\alpha\beta}_{ps}\gamma^{\beta\alpha}_{rq}+\gamma^{\beta\alpha}_{ps}\gamma^{\alpha\beta}_{rq}.$$
Substituting $\gamma^{\alpha\alpha}=(D+Q)/2$ and $\gamma^{\beta\beta}=(D-Q)/2$ cancels the $DQ$ cross terms and turns the first two products into $\tfrac12(D_{ps}D_{rq}+Q_{ps}Q_{rq})$. The halving requires $2\neq0$ in $K$, which the assumption of characteristic zero guarantees. In Lean, `Fin.sum_univ_two` writes out the four spin cases and `ring` does the regrouping.

```lean
variable [CharZero K] {γ γ' : ι × Fin 2 → ι × Fin 2 → K}

/-- For arbitrary densities the spin-summed cumulant is `Γ - DD + (DD + QQ)/2` plus two
products of the αβ and βα blocks. -/
theorem spinSum_cumulant_general (Γ : ι × Fin 2 → ι × Fin 2 → ι × Fin 2 → ι × Fin 2 → K)
    (p q r s : ι) :
    spinSum (cumulant γ Γ) p q r s = spinSum Γ p q r s - charge γ p q * charge γ r s
      + (charge γ p s * charge γ r q + spinDens γ p s * spinDens γ r q) / 2
      + (γ (p, 0) (s, 1) * γ (r, 1) (q, 0) + γ (p, 1) (s, 0) * γ (r, 0) (q, 1)) := by
  simp only [spinSum, cumulant, charge, spinDens, Fin.sum_univ_two]
  ring
```

Each of the two remaining products contains an αβ factor, $\gamma^{\alpha\beta}_{ps}$ (`h1`) or $\gamma^{\alpha\beta}_{rq}$ (`h2`). Under `NoSpinMixing γ` both vanish, whatever the βα block is, and for all orbitals
$$\lambda_{pqrs}=\Gamma_{pqrs}-D_{pq}D_{rs}+\tfrac12\left(D_{ps}D_{rq}+Q_{ps}Q_{rq}\right).$$

```lean
/-- If the αβ block vanishes, the spin-summed cumulant is
`Γ_pqrs - D_pq D_rs + (D_ps D_rq + Q_ps Q_rq)/2`. -/
theorem spinSum_cumulant (Γ : ι × Fin 2 → ι × Fin 2 → ι × Fin 2 → ι × Fin 2 → K)
    (h : NoSpinMixing γ) (p q r s : ι) :
    spinSum (cumulant γ Γ) p q r s = spinSum Γ p q r s - charge γ p q * charge γ r s
      + (charge γ p s * charge γ r q + spinDens γ p s * spinDens γ r q) / 2 := by
  have h1 : γ (p, 0) (s, 1) = 0 := h p s
  have h2 : γ (r, 0) (q, 1) = 0 := h r q
  rw [spinSum_cumulant_general, h1, h2]
  ring
```

## For given $D$ and $\Gamma$, the cumulant fixes the spin density up to a sign

Take two pairs $(\gamma,\Gamma)$ and $(\gamma',\Gamma')$ without αβ block, with $D=D'$ and equal spin-summed $\Gamma$. Subtracting the two formulas shows that their spin-summed cumulants agree exactly when $Q_{ps}Q_{rq}=Q'_{ps}Q'_{rq}$ for all indices; `key` extracts these equations from equal cumulants. If $Q\neq Q'$, some element has $Q_{ps}\neq Q'_{ps}$. The equation with $(r,q)=(p,s)$ says that their squares agree, so $Q_{ps}=-Q'_{ps}$ (`hneg`), and $Q'_{ps}\neq0$ (`h0`), since otherwise the elements would coincide. Then $-Q'_{ps}Q_{rq}=Q'_{ps}Q'_{rq}$, and cancelling $Q'_{ps}$ gives $Q_{rq}=-Q'_{rq}$ everywhere. Conversely, $Q=\pm Q'$ leaves every product unchanged. The sign is one overall sign for the whole array, as a global exchange of α and β would produce.

```lean
/-- Two density pairs without αβ block that share `D` and the spin-summed `Γ` have the same
spin-summed cumulant exactly when their spin densities agree up to an overall sign. -/
theorem spinSum_cumulant_eq_iff {Γ Γ' : ι × Fin 2 → ι × Fin 2 → ι × Fin 2 → ι × Fin 2 → K}
    (hb : NoSpinMixing γ) (hb' : NoSpinMixing γ') (hD : charge γ = charge γ')
    (hΓ : spinSum Γ = spinSum Γ') :
    spinSum (cumulant γ Γ) = spinSum (cumulant γ' Γ') ↔
      spinDens γ = spinDens γ' ∨ spinDens γ = -spinDens γ' := by
  constructor
  · intro h
    -- all products Q_ps Q_rq agree
    have key : ∀ p s r q, spinDens γ p s * spinDens γ r q
        = spinDens γ' p s * spinDens γ' r q := by
      intro p s r q
      have k := congrFun (congrFun (congrFun (congrFun h p) q) r) s
      rw [spinSum_cumulant Γ hb p q r s, spinSum_cumulant Γ' hb' p q r s, hD, hΓ] at k
      linear_combination 2 * k
    by_cases hne : spinDens γ = spinDens γ'
    · exact Or.inl hne
    obtain ⟨p, s, hps⟩ : ∃ p s, spinDens γ p s ≠ spinDens γ' p s := by
      by_contra hc
      apply hne
      funext p s
      by_contra h'
      exact hc ⟨p, s, h'⟩
    -- one element flips sign and is nonzero, which fixes the sign of all others
    have hneg := (mul_self_eq_mul_self_iff.mp (key p s p s)).resolve_left hps
    have h0 : spinDens γ' p s ≠ 0 := fun h0 => hps (by rw [hneg, h0, neg_zero])
    right
    funext r q
    apply mul_left_cancel₀ h0
    have k := key p s r q
    rw [hneg] at k
    simp only [Pi.neg_apply]
    linear_combination -k
  · rintro (h | h)
    · funext p q r s
      rw [spinSum_cumulant Γ hb p q r s, spinSum_cumulant Γ' hb' p q r s, hD, hΓ, h]
    · funext p q r s
      rw [spinSum_cumulant Γ hb p q r s, spinSum_cumulant Γ' hb' p q r s, hD, hΓ, h]
      simp only [Pi.neg_apply]
      ring

end General
```

## Fock space of two orbitals

Orbitals $0$ and $1$ give four spin orbitals and $2^4=16$ determinants. A Fock vector $\psi$ assigns a rational amplitude $\psi(n)$ to each determinant $n$, so the inner product is the plain dot product, without conjugation.

```lean
/-- Spin orbitals (orbital, spin) of a two-orbital model. -/
abbrev Mode := Fin 2 × Fin 2

/-- Fock vectors: rational amplitudes on the 16 determinants, labelled by bit strings. -/
abbrev Fock := Fin 16 → ℚ
```

Spin orbital $(p,\sigma)$ sits at binary digit $2p+\sigma$ of $n$, which fixes the order $0\alpha,0\beta,1\alpha,1\beta$. The function `occ` reads a digit and `toggle` flips it.

```lean
/-- Bit position of a spin orbital. -/
def bit (P : Mode) : ℕ := 2 * P.1.val + P.2.val

/-- Whether spin orbital `P` is occupied in determinant `n`. -/
def occ (n : Fin 16) (P : Mode) : Bool := n.val.testBit (bit P)

/-- Determinant `n` with the occupation of `P` reversed. -/
def toggle (P : Mode) (n : Fin 16) : Fin 16 :=
  ⟨(n.val ^^^ 2 ^ bit P) % 16, Nat.mod_lt _ (by norm_num)⟩
```

Moving an operator for $P$ to its place in the ordered string costs $(-1)^k$, with $k$ the number of occupied spin orbitals before $P$.

```lean
/-- Fermionic sign from the occupied spin orbitals that precede `P`. -/
def phase (P : Mode) (n : Fin 16) : ℚ :=
  (-1) ^ (Finset.univ.filter fun Q => bit Q < bit P ∧ occ n Q = true).card
```

The operators are written by their output amplitudes. $(a_P\psi)(n)$ vanishes if $P$ is occupied in $n$, and is otherwise the sign times the amplitude of $n$ with $P$ added. For $a^\dagger_P$ the roles of occupied and empty are exchanged.

```lean
/-- Annihilation operator `a_P`. -/
def ann (P : Mode) (ψ : Fock) : Fock :=
  fun n => if occ n P then 0 else phase P n * ψ (toggle P n)

/-- Creation operator `a†_P`. -/
def cre (P : Mode) (ψ : Fock) : Fock :=
  fun n => if occ n P then phase P n * ψ (toggle P n) else 0
```

These definitions give $\{a_P,a^\dagger_Q\}=\delta_{PQ}$, $\{a_P,a_Q\}=0$ and $\langle\phi|a^\dagger_P\psi\rangle=\langle a_P\phi|\psi\rangle$ for all vectors $\phi,\psi$. Each operator is a coefficient times a flipped amplitude (`ha`, `hc`). Flips commute and square to the identity (`hcomm`, `hinv`), so both orderings of two operators read the same amplitude, and the anticommutators reduce to the sign identities `h3` and `h4`, evaluated on all determinants. Adjointness follows from `h5` after relabelling the sum over $n$ by the flip. Later results do not call `car`; it confirms that the operators are fermionic.

```lean
/-- The operators obey `{a_P, a†_Q} = δ_PQ` and `{a_P, a_Q} = 0`, and `a†_P` is adjoint
to `a_P`. -/
theorem car (P Q : Mode) (φ ψ : Fock) :
    ann P (cre Q ψ) + cre Q (ann P ψ) = (if P = Q then ψ else 0) ∧
    ann P (ann Q ψ) + ann Q (ann P ψ) = 0 ∧ φ ⬝ᵥ cre P ψ = ann P φ ⬝ᵥ ψ := by
  have ha : ∀ P ψ n, ann P ψ n = (if occ n P then 0 else phase P n) * ψ (toggle P n) := by
    intro P ψ n; unfold ann; split_ifs <;> simp
  have hc : ∀ P ψ n, cre P ψ n = (if occ n P then phase P n else 0) * ψ (toggle P n) := by
    intro P ψ n; unfold cre; split_ifs <;> simp
  have hcomm : ∀ P Q n, toggle P (toggle Q n) = toggle Q (toggle P n) := by decide +kernel
  have hinv : ∀ P n, toggle P (toggle P n) = n := by decide +kernel
  -- sign bookkeeping on determinants
  have h3 : ∀ P Q n, (if occ n P then 0 else phase P n)
      * (if occ (toggle P n) Q then phase Q (toggle P n) else 0)
      + (if occ n Q then phase Q n else 0)
      * (if occ (toggle Q n) P then 0 else phase P (toggle Q n)) = if P = Q then 1 else 0 := by
    decide +kernel
  have h4 : ∀ P Q n, (if occ n P then 0 else phase P n)
      * (if occ (toggle P n) Q then 0 else phase Q (toggle P n))
      + (if occ n Q then 0 else phase Q n)
      * (if occ (toggle Q n) P then 0 else phase P (toggle Q n)) = 0 := by decide +kernel
  have h5 : ∀ P n, (if occ n P then phase P n else 0)
      = if occ (toggle P n) P then 0 else phase P (toggle P n) := by decide +kernel
  refine ⟨?_, ?_, ?_⟩
  · funext n
    have k := h3 P Q n
    rw [Pi.add_apply, ha, hc, hc, ha, hcomm P Q n]
    by_cases h : P = Q
    · rw [if_pos h] at k ⊢
      subst h
      rw [hinv]
      linear_combination ψ n * k
    · rw [if_neg h] at k ⊢
      show _ = (0 : ℚ)
      linear_combination ψ (toggle Q (toggle P n)) * k
  · funext n
    rw [Pi.add_apply, ha, ha, ha, ha, hcomm P Q n]
    show _ = (0 : ℚ)
    linear_combination ψ (toggle Q (toggle P n)) * h4 P Q n
  · unfold dotProduct
    refine Fintype.sum_equiv (Function.Involutive.toPerm (toggle P) (hinv P)) _ _ fun n => ?_
    show φ n * cre P ψ n = ann P φ (toggle P n) * ψ (toggle P n)
    rw [ha, hc, hinv]
    linear_combination φ n * ψ (toggle P n) * h5 P n
```

## The three triplet components

Acting on the vacuum $|0\rangle$,
$$\psi_{1}=a^\dagger_{0\alpha}a^\dagger_{1\alpha}|0\rangle,\quad \psi_{0}=(a^\dagger_{0\alpha}a^\dagger_{1\beta}+a^\dagger_{0\beta}a^\dagger_{1\alpha})|0\rangle,\quad \psi_{-1}=a^\dagger_{0\beta}a^\dagger_{1\beta}|0\rangle,$$
where the subscript is the spin projection $M$. The Lean index `m` runs over $0,1,2$ and `ms` translates it to $M=1,0,-1$, so `triplet 1` is $\psi_0$. This vector has squared norm $2$, and the normalised state is $\psi_0/\sqrt2$.

```lean
/-- The vacuum. -/
def vac : Fock := fun n => if n = 0 then 1 else 0

/-- The vectors `a†_0α a†_1α|0⟩`, `(a†_0α a†_1β + a†_0β a†_1α)|0⟩` and `a†_0β a†_1β|0⟩`. -/
def triplet : Fin 3 → Fock :=
  ![cre (0, 0) (cre (1, 0) vac), cre (0, 0) (cre (1, 1) vac) + cre (0, 1) (cre (1, 0) vac),
    cre (0, 1) (cre (1, 1) vac)]

/-- The labels `M = 1, 0, -1` of the three vectors. -/
def ms : Fin 3 → ℚ := ![1, 0, -1]
```

All spin operators derive from $\sum_p a^\dagger_{p\sigma}a_{p\tau}$, which is $N_\alpha$ or $N_\beta$ for equal spins, $S_+$ for $(\sigma,\tau)=(\alpha,\beta)$ and $S_-$ for $(\beta,\alpha)$. With $\hbar=1$, $S_z=(N_\alpha-N_\beta)/2$ and $S^2=S_-S_++S_z^2+S_z$.

```lean
/-- The operator `∑_p a†_pσ a_pτ`. -/
def spinExc (σ τ : Fin 2) (ψ : Fock) : Fock := ∑ p, cre (p, σ) (ann (p, τ) ψ)

/-- `S_z = (N_α - N_β)/2`. -/
def spinZ (ψ : Fock) : Fock := (1 / 2 : ℚ) • (spinExc 0 0 ψ - spinExc 1 1 ψ)

/-- `S² = S₋S₊ + S_z² + S_z`. -/
def spinSq (ψ : Fock) : Fock := spinExc 1 0 (spinExc 0 1 ψ) + spinZ (spinZ ψ) + spinZ ψ
```

For $\psi_1$, $S_+\psi_1=0$ and $S^2=0+1+1=2$. For $\psi_0$, $S_+\psi_0=2\psi_1$ and $S_-\psi_1=\psi_0$, so $S^2=2+0+0$. For $\psi_{-1}$, $S_+\psi_{-1}=\psi_0$ and $S_-\psi_0=2\psi_{-1}$, so $S^2=2+1-1$. All three have $N_\alpha+N_\beta=2$ and $S(S+1)=2$, that is $S=1$. Here `decide +kernel` compares the amplitudes in exact rational arithmetic.

```lean
/-- The three vectors are nonzero with `N = 2`, `S² = 2` and `S_z = M`. -/
theorem triplet_spin (m : Fin 3) : triplet m ⬝ᵥ triplet m ≠ 0 ∧
    (∀ n, (spinExc 0 0 (triplet m) + spinExc 1 1 (triplet m)) n = 2 * triplet m n) ∧
    (∀ n, spinSq (triplet m) n = 2 * triplet m n) ∧
    (∀ n, spinZ (triplet m) n = ms m * triplet m n) := by
  refine ⟨?_, ?_, ?_, ?_⟩ <;> revert m <;> decide +kernel
```

A state is a rule $\omega$ that assigns an expectation value to an operator $A$. For a component it is $\langle\psi|A|\psi\rangle/\langle\psi|\psi\rangle$, which equals the value in the normalised state and avoids $\sqrt2$; the denominators are nonzero by `triplet_spin`. The ensemble averages the three components with weight $\tfrac13$.

```lean
/-- Expectation value `⟨ψ|A|ψ⟩/⟨ψ|ψ⟩` in triplet component `m`. -/
def pureState (m : Fin 3) (A : Fock → Fock) : ℚ :=
  triplet m ⬝ᵥ A (triplet m) / triplet m ⬝ᵥ triplet m

/-- Expectation value in the equal-weight ensemble of the three components. -/
def ensemble (A : Fock → Fock) : ℚ := (∑ m, pureState m A) / 3
```

The densities follow the operator order fixed at the start. `lam` forms the cumulant from the densities of $\omega$ and then sums over spin, so for the ensemble it is the cumulant of the averaged densities, not an average of cumulants. `kron` is $\delta_{pq}$.

```lean
/-- One-body density `γ_PQ = ⟨a†_P a_Q⟩`. -/
def rdm1 (ω : (Fock → Fock) → ℚ) (P Q : Mode) : ℚ := ω fun ψ => cre P (ann Q ψ)

/-- Two-body density `Γ_PQRS = ⟨a†_P a†_R a_S a_Q⟩`. -/
def rdm2 (ω : (Fock → Fock) → ℚ) (P Q R S : Mode) : ℚ :=
  ω fun ψ => cre P (cre R (ann S (ann Q ψ)))

/-- Spin-summed cumulant of a state. -/
def lam (ω : (Fock → Fock) → ℚ) := spinSum (cumulant (rdm1 ω) (rdm2 ω))

/-- Kronecker delta on the two orbitals. -/
def kron (p q : Fin 2) : ℚ := if p = q then 1 else 0
```

## Densities and cumulants of the components

Each orbital holds one electron. Moving an electron of given spin to the other orbital gives zero or a closed-shell determinant orthogonal to $\psi_M$, so the spin blocks are diagonal. The α occupation of each orbital is $1,\tfrac12,0$ for $M=1,0,-1$, hence $\gamma^{\alpha\alpha}_{pq}=\tfrac{1+M}{2}\delta_{pq}$ and $\gamma^{\beta\beta}_{pq}=\tfrac{1-M}{2}\delta_{pq}$. This gives $D_{pq}=\delta_{pq}$ and $Q_{pq}=M\delta_{pq}$, and the αβ block vanishes because $S_z$ is sharp. Each normalised state is a spin function times the spatial amplitude $\epsilon_{pr}/\sqrt2$, with $\epsilon$ antisymmetric and $\epsilon_{01}=1$. Spin summation contracts the spin function to $1$, and two electrons form two ordered pairs, so
$$\Gamma_{pqrs}=\epsilon_{pr}\epsilon_{qs}=\delta_{pq}\delta_{rs}-\delta_{ps}\delta_{rq}.$$
Lean reaches the four statements by evaluating every element.

```lean
/-- Each triplet component has no αβ block, `D_pq = δ_pq`, `Q_pq = M δ_pq` and
`Γ_pqrs = δ_pq δ_rs - δ_ps δ_rq`. -/
theorem triplet_densities_witness (m : Fin 3) : NoSpinMixing (rdm1 (pureState m)) ∧
    (∀ p q, charge (rdm1 (pureState m)) p q = kron p q) ∧
    (∀ p q, spinDens (rdm1 (pureState m)) p q = ms m * kron p q) ∧
    (∀ p q r s, spinSum (rdm2 (pureState m)) p q r s
      = kron p q * kron r s - kron p s * kron r q) := by
  unfold NoSpinMixing
  refine ⟨?_, ?_, ?_, ?_⟩ <;> revert m <;> decide +kernel
```

Inserting these in the formula, the $\delta_{pq}\delta_{rs}$ terms cancel:
$$\lambda_{pqrs}=\left(-1+\tfrac{1+M^2}{2}\right)\delta_{ps}\delta_{rq}=\tfrac{M^2-1}{2}\,\delta_{ps}\delta_{rq}.$$
The rewrite with `spinSum_cumulant` supplies the formula, `simp only` inserts the densities and `ring` collects the terms.

```lean
/-- The spin-summed cumulant of the component with label `M` is `(M² - 1)/2 · δ_ps δ_rq`. -/
theorem triplet_cumulant (m : Fin 3) (p q r s : Fin 2) :
    lam (pureState m) p q r s = (ms m ^ 2 - 1) / 2 * kron p s * kron r q := by
  obtain ⟨hb, hD, hQ, hG⟩ := triplet_densities_witness m
  rw [lam, spinSum_cumulant _ hb]
  simp only [hD, hQ, hG]
  ring
```

$D$ and the spin-summed $\Gamma$ do not depend on $M$, yet $\lambda_{0000}$ is $0$ for $M=1$ (`pureState 0`) and $-\tfrac12$ for $M=0$ (`pureState 1`). This one element establishes the inequality.

```lean
/-- The components `M = 1` and `M = 0` share `D` and the spin-summed `Γ` but not the
spin-summed cumulant. -/
theorem up_zero_differ : charge (rdm1 (pureState 0)) = charge (rdm1 (pureState 1)) ∧
    spinSum (rdm2 (pureState 0)) = spinSum (rdm2 (pureState 1)) ∧
    lam (pureState 0) ≠ lam (pureState 1) := by
  obtain ⟨-, hD, -, hG⟩ := triplet_densities_witness 0
  obtain ⟨-, hD', -, hG'⟩ := triplet_densities_witness 1
  refine ⟨by funext p q; rw [hD, hD'], by funext p q r s; rw [hG, hG'], fun h => ?_⟩
  have k := congrFun (congrFun (congrFun (congrFun h 0) 0) 0) 0
  rw [triplet_cumulant, triplet_cumulant] at k
  exact absurd k (by decide +kernel)
```

## The equal-weight ensemble

Densities are linear in the state, so the ensemble has $Q_{pq}=\tfrac13(1+0-1)\delta_{pq}=0$, no αβ block, and the common $D$ and $\Gamma$. Its spin density equals that of $M=0$ (`hQ'`), so the backward direction of `spinSum_cumulant_eq_iff` gives it the cumulant of that component, $-\tfrac12\delta_{ps}\delta_{rq}$. The expression without $Q$ from the first paragraph is thus the cumulant of the ensemble and of $M=0$, and not of $M=\pm1$. These statements concern one triplet of two electrons in two orbitals; other multiplets, larger orbital spaces and unequal weights are not treated.

```lean
/-- The equal three-state ensemble has `Q = 0` and shares `D`, the spin-summed `Γ` and the
spin-summed cumulant with the component `M = 0`. -/
theorem ensemble_spin_free : spinDens (rdm1 ensemble) = 0 ∧
    charge (rdm1 ensemble) = charge (rdm1 (pureState 1)) ∧
    spinSum (rdm2 ensemble) = spinSum (rdm2 (pureState 1)) ∧
    lam ensemble = lam (pureState 1) := by
  have hb : NoSpinMixing (rdm1 ensemble) := by
    unfold NoSpinMixing
    decide +kernel
  have hQ : spinDens (rdm1 ensemble) = 0 := by
    funext p q; revert p q; decide +kernel
  have hQ' : spinDens (rdm1 ensemble) = spinDens (rdm1 (pureState 1)) := by
    funext p q; revert p q; decide +kernel
  have hD : charge (rdm1 ensemble) = charge (rdm1 (pureState 1)) := by
    funext p q; revert p q; decide +kernel
  have hG : spinSum (rdm2 ensemble) = spinSum (rdm2 (pureState 1)) := by
    funext p q r s; revert p q r s; decide +kernel
  exact ⟨hQ, hD, hG,
    (spinSum_cumulant_eq_iff hb (triplet_densities_witness 1).1 hD hG).2 (Or.inl hQ')⟩

end SpinSummedCumulant
```

```lean
#print axioms SpinSummedCumulant.spinSum_cumulant_general
#print axioms SpinSummedCumulant.triplet_spin
#print axioms SpinSummedCumulant.up_zero_differ
#print axioms SpinSummedCumulant.ensemble_spin_free
```

```
'SpinSummedCumulant.spinSum_cumulant_general' depends on axioms: [propext, Classical.choice, Quot.sound]
'SpinSummedCumulant.triplet_spin' depends on axioms: [propext, Classical.choice, Quot.sound]
'SpinSummedCumulant.up_zero_differ' depends on axioms: [propext, Classical.choice, Quot.sound]
'SpinSummedCumulant.ensemble_spin_free' depends on axioms: [propext, Classical.choice, Quot.sound]
```

## A vector spin density in place of the vanishing block

Over the complex numbers the hypothesis $\gamma^{\alpha\beta}=0$ can be traded for more data. Keep $Q^z=Q$ and add $Q^x=\gamma^{\alpha\beta}+\gamma^{\beta\alpha}$ and $Q^y=i(\gamma^{\beta\alpha}-\gamma^{\alpha\beta})$. The two extra products in `spinSum_cumulant_general` then equal $\tfrac12(Q^x_{ps}Q^x_{rq}+Q^y_{ps}Q^y_{rq})$, and the $QQ$ term becomes a scalar product of spin vectors that singles out no axis and covers non-collinear densities; this rewriting is not among the theorems above. It needs $i\in K$, which the rational model lacks, and the criterion $Q=\pm Q'$ would need a new form, since a common rotation of all spin vectors preserves the scalar products.
